# An ultrasoft dimer with unit projectors of overlap $s$ and equal charge $q<0$ has a positive definite overlap operator exactly when $1+q(1+|s|)>0$

## Projectors, charges and the metric

States and projectors are real vectors $x, a, b, \dots$ whose components are labelled by a finite index set `ι`. The basis is taken to be orthonormal, so the ordinary inner product is the dot product $a\cdot x$, written `a ⬝ᵥ x` in Lean. The action of a matrix on a vector is written `*ᵥ`.

```lean
import Mathlib

open Matrix

namespace UltrasoftDimer

variable {ι : Type*} [Fintype ι] [DecidableEq ι]
```

An ultrasoft atom with a single projector $\beta$ has the overlap operator

$$S_{\text{atom}} = 1 + q\,\beta\beta^{T}.$$

For a projector scaled to have inner product 1 with the pseudo partial wave, the augmentation charge $q$ stands for the squared norm of the all-electron partial wave inside the augmentation sphere minus the squared norm of its pseudo counterpart there. When the projector is rescaled to unit length, as in the criterion below, $q$ becomes this difference multiplied by the squared length of the original projector. A negative $q$ means that the pseudo wave carries more norm in the sphere than the all-electron wave. In Lean, `vecMulVec β β` is the outer product $\beta\beta^T$, and `q` is a given real number, not computed from partial waves.

```lean
/-- The overlap operator `1 + q β βᵀ` of one atom with projector `β` and
augmentation charge `q`. -/
def atomicS (q : ℝ) (β : ι → ℝ) : Matrix ι ι ℝ :=
  1 + q • vecMulVec β β
```

Two atoms with projectors $a$ and $b$ and the same charge add their augmentation terms:

$$S = 1 + q\,(aa^{T} + bb^{T}).$$

For unit projectors, the geometry of the dimer enters the criterion derived below only through the overlap $s = a\cdot b$. For projectors confined to their augmentation spheres, a nonzero $s$ requires the spheres to overlap.

```lean
/-- The overlap operator `1 + q (a aᵀ + b bᵀ)` of two atoms with projectors `a` and `b`
and the same augmentation charge `q`. -/
def dimerS (q : ℝ) (a b : ι → ℝ) : Matrix ι ι ℝ :=
  1 + q • (vecMulVec a a + vecMulVec b b)
```

In an ultrasoft calculation $S$ is the metric of the generalized eigenvalue problem $H\psi = \varepsilon S\psi$, and a solver that begins with a Cholesky factorization of $S$ needs it to be positive definite. In this finite real model, with one projector per atom and equal charges, passing that requirement for each isolated atom does not ensure it for the pair. Several projectors per atom, unequal charges, complex Bloch states and infinite-dimensional spaces are not covered.

## The generalized norm of a state

An outer product acts as $(cc^{T})x = (c\cdot x)\,c$, which is the orthogonal projection on $c$ when $c$ has unit length. Applying this to both terms gives

$$Sx = x + q\,\big[(a\cdot x)\,a + (b\cdot x)\,b\big].$$

The Lean proof establishes the action of one outer product component by component, as `outer`, and uses it twice.

```lean
/-- The dimer overlap operator sends a state `x` to `x + q ((a·x) a + (b·x) b)`. -/
theorem dimerS_mulVec (q : ℝ) (a b x : ι → ℝ) :
    dimerS q a b *ᵥ x = x + q • ((a ⬝ᵥ x) • a + (b ⬝ᵥ x) • b) := by
  have outer : ∀ c : ι → ℝ, vecMulVec c c *ᵥ x = (c ⬝ᵥ x) • c := by
    intro c
    ext i
    simp only [Matrix.mulVec, dotProduct, Matrix.vecMulVec_apply, Pi.smul_apply,
      smul_eq_mul, Finset.sum_mul]
    exact Finset.sum_congr rfl fun j _ => by ring
  rw [dimerS, Matrix.add_mulVec, Matrix.one_mulVec, Matrix.smul_mulVec,
    Matrix.add_mulVec, outer a, outer b]
```

Taking the dot product with $x$ gives the generalized norm

$$x\cdot Sx = x\cdot x + q\,\big[(a\cdot x)^2 + (b\cdot x)^2\big].$$

Mathlib's `Matrix.PosDef` asks for a Hermitian matrix whose quadratic form is positive on every nonzero vector. Over the reals, Hermitian means symmetric, and $S$ is symmetric because each outer product is. Positive definiteness is therefore the statement that every nonzero state has positive generalized norm. In the proof, `herm` supplies the symmetry and `form` the identity above. No assumption on $q$ or on the lengths of the projectors is needed yet.

```lean
/-- The dimer overlap operator is positive definite exactly when every nonzero state has
positive generalized norm `x·x + q ((a·x)² + (b·x)²)`. -/
theorem dimerS_posDef_iff_norm (q : ℝ) (a b : ι → ℝ) :
    (dimerS q a b).PosDef ↔
      ∀ x : ι → ℝ, x ≠ 0 → 0 < x ⬝ᵥ x + q * ((a ⬝ᵥ x) ^ 2 + (b ⬝ᵥ x) ^ 2) := by
  have herm : (dimerS q a b).IsHermitian := by
    refine Matrix.isHermitian_one.add (Matrix.IsHermitian.ext fun i j => ?_)
    simp only [Matrix.smul_apply, Matrix.add_apply, Matrix.vecMulVec_apply, smul_eq_mul,
      star_trivial]
    ring
  have form : ∀ x : ι → ℝ, star x ⬝ᵥ (dimerS q a b *ᵥ x) =
      x ⬝ᵥ x + q * ((a ⬝ᵥ x) ^ 2 + (b ⬝ᵥ x) ^ 2) := by
    intro x
    rw [star_trivial, dimerS_mulVec]
    simp only [dotProduct_add, dotProduct_smul, smul_eq_mul, dotProduct_comm x a,
      dotProduct_comm x b]
    ring
  rw [Matrix.posDef_iff_dotProduct_mulVec]
  constructor
  · intro h x hx
    rw [← form x]
    exact h.2 hx
  · intro h
    refine ⟨herm, fun x hx => ?_⟩
    rw [form x]
    exact h x hx
```

## How much of a state two projectors can capture

For orthonormal projectors, $(a\cdot x)^2+(b\cdot x)^2$ is at most $x\cdot x$. Overlapping unit projectors can count part of the state twice, and the bound becomes

$$(a\cdot x)^2+(b\cdot x)^2 \le (1+|s|)\,x\cdot x.$$

To derive it, write $t = 1+|s|$, $u = a\cdot x$ and $v = b\cdot x$. The vector $t x - u a - v b$ has nonnegative squared length, so

$$0 \le t^2\, x\cdot x - 2t(u^2+v^2) + u^2 + v^2 + 2uvs.$$

The cross term obeys $2uvs \le |s|(u^2+v^2)$. This follows from

$$(|s|+s)(u-v)^2 + (|s|-s)(u+v)^2 \ge 0,$$

whose left side expands to $2|s|(u^2+v^2) - 4uvs$. Inserting the estimate leaves

$$0 \le t\,\big[t\,x\cdot x - (u^2+v^2)\big],$$

and division by $t>0$ gives the bound. In Lean, `h0` is the squared length, `h1` the estimate of the cross term, and `le_of_mul_le_mul_left` carries out the division.

```lean
omit [DecidableEq ι] in
/-- For unit projectors with overlap `s = a·b`, the sum `(a·x)² + (b·x)²` is at most `1 + |s|` times
the squared length of the state `x`. -/
theorem projection_bound {a b : ι → ℝ} (ha : a ⬝ᵥ a = 1) (hb : b ⬝ᵥ b = 1) (x : ι → ℝ) :
    (a ⬝ᵥ x) ^ 2 + (b ⬝ᵥ x) ^ 2 ≤ (1 + |a ⬝ᵥ b|) * (x ⬝ᵥ x) := by
  have sq_len : ∀ y : ι → ℝ, 0 ≤ y ⬝ᵥ y := fun y =>
    Finset.sum_nonneg fun i _ => mul_self_nonneg (y i)
  -- the squared length of a suitable residual is nonnegative
  have h0 := sq_len ((1 + |a ⬝ᵥ b|) • x - ((a ⬝ᵥ x) • a + (b ⬝ᵥ x) • b))
  simp only [sub_dotProduct, dotProduct_sub, add_dotProduct, dotProduct_add,
    smul_dotProduct, dotProduct_smul, smul_eq_mul, ha, hb, dotProduct_comm x a,
    dotProduct_comm x b, dotProduct_comm b a] at h0
  have hp : 0 ≤ |a ⬝ᵥ b| + a ⬝ᵥ b := by linarith [neg_abs_le (a ⬝ᵥ b)]
  have hm : 0 ≤ |a ⬝ᵥ b| - a ⬝ᵥ b := by linarith [le_abs_self (a ⬝ᵥ b)]
  -- the cross term is controlled by the modulus of the overlap
  have h1 : 2 * (a ⬝ᵥ x) * (b ⬝ᵥ x) * (a ⬝ᵥ b) ≤
      |a ⬝ᵥ b| * ((a ⬝ᵥ x) ^ 2 + (b ⬝ᵥ x) ^ 2) := by
    nlinarith [mul_nonneg hp (sq_nonneg (a ⬝ᵥ x - b ⬝ᵥ x)),
      mul_nonneg hm (sq_nonneg (a ⬝ᵥ x + b ⬝ᵥ x))]
  have hc : 0 < 1 + |a ⬝ᵥ b| := by linarith [abs_nonneg (a ⬝ᵥ b)]
  refine le_of_mul_le_mul_left ?_ hc
  nlinarith [h0, h1]
```

## Sum and difference of the projectors

The directions in which the metric is altered most simply are $a+b$ and $a-b$. Since $a\cdot(a\pm b) = 1\pm s$ and $b\cdot(a\pm b) = \pm(1\pm s)$, the action of $S$ gives

$$S(a\pm b) = \big[1+q(1\pm s)\big](a\pm b).$$

Whenever the vector is nonzero, it is an eigenvector with this factor as its eigenvalue. For parallel or antiparallel projectors one of the two combinations vanishes, and its equation then says only $0=0$. After the dot products have been evaluated, the tactic `module` compares the coefficients of $a$ and $b$.

```lean
/-- For unit projectors with overlap `s`, the sum and the difference of the projectors
satisfy the eigenvalue equation of the dimer overlap operator with the factors
`1 + q (1 + s)` and `1 + q (1 - s)`. -/
theorem dimerS_sum_difference (q : ℝ) {a b : ι → ℝ} (ha : a ⬝ᵥ a = 1) (hb : b ⬝ᵥ b = 1) :
    dimerS q a b *ᵥ (a + b) = (1 + q * (1 + a ⬝ᵥ b)) • (a + b) ∧
      dimerS q a b *ᵥ (a - b) = (1 + q * (1 - a ⬝ᵥ b)) • (a - b) := by
  constructor
  · rw [dimerS_mulVec, dotProduct_add, dotProduct_add, ha, hb, dotProduct_comm b a]
    module
  · rw [dimerS_mulVec, dotProduct_sub, dotProduct_sub, ha, hb, dotProduct_comm b a]
    module
```

## The criterion for the dimer

Let $q<0$ and let $a$ and $b$ be unit vectors. Then $S$ is positive definite if and only if $1+q(1+|s|)>0$.

**Necessity.** Choose $\sigma=\pm1$ with $\sigma s = |s|$ and test $S$ on $x = a+\sigma b$. With $t=1+|s|$ as before,

$$a\cdot x = t,\qquad b\cdot x = s+\sigma = \sigma t,\qquad x\cdot x = t + \sigma\,\sigma t = 2t.$$

The first value is positive, so $x$ is not zero, even for parallel projectors. The generalized norm is

$$x\cdot Sx = 2t + q\,(t^2+t^2) = 2t\,(1+qt),$$

which is $1+qt$ for the normalized state $x/\sqrt{2t}$. If $S$ is positive definite, this number is positive.

**Sufficiency.** Multiplying the projection bound by the negative number $q$ reverses it, so for every nonzero $x$

$$x\cdot Sx \ge x\cdot x + q\,t\,x\cdot x = (1+qt)\,x\cdot x > 0.$$

In the Lean proof, `hax`, `hbx` and `hxx` are the three dot products of the test vector, `hne` says that it is nonzero, and `hfac` is the factorization of its generalized norm. The last `nlinarith` combines the reversed bound with the positivity of $(1+qt)\,x\cdot x$.

```lean
/-- For unit projectors with overlap `s` and negative augmentation charge `q`, the dimer
overlap operator is positive definite if and only if `1 + q (1 + |s|) > 0`. -/
theorem dimerS_posDef_iff {q : ℝ} (hq : q < 0) {a b : ι → ℝ}
    (ha : a ⬝ᵥ a = 1) (hb : b ⬝ᵥ b = 1) :
    (dimerS q a b).PosDef ↔ 0 < 1 + q * (1 + |a ⬝ᵥ b|) := by
  rw [dimerS_posDef_iff_norm]
  have hc : 0 < 1 + |a ⬝ᵥ b| := by linarith [abs_nonneg (a ⬝ᵥ b)]
  constructor
  · intro h
    -- test on `a + σ b`, with the sign `σ` of the overlap
    obtain ⟨σ, hσ, hs⟩ : ∃ σ : ℝ, σ * σ = 1 ∧ σ * (a ⬝ᵥ b) = |a ⬝ᵥ b| := by
      rcases le_total 0 (a ⬝ᵥ b) with h0 | h0
      · exact ⟨1, by norm_num, by rw [abs_of_nonneg h0, one_mul]⟩
      · exact ⟨-1, by norm_num, by rw [abs_of_nonpos h0]; ring⟩
    have hax : a ⬝ᵥ (a + σ • b) = 1 + |a ⬝ᵥ b| := by
      rw [dotProduct_add, dotProduct_smul, ha, smul_eq_mul, hs]
    have hbx : b ⬝ᵥ (a + σ • b) = σ * (1 + |a ⬝ᵥ b|) := by
      rw [dotProduct_add, dotProduct_smul, hb, dotProduct_comm b a, smul_eq_mul]
      linear_combination σ * hs - (a ⬝ᵥ b) * hσ
    have hxx : (a + σ • b) ⬝ᵥ (a + σ • b) = 2 * (1 + |a ⬝ᵥ b|) := by
      rw [add_dotProduct, smul_dotProduct, hax, hbx, smul_eq_mul]
      linear_combination (1 + |a ⬝ᵥ b|) * hσ
    have hne : a + σ • b ≠ 0 := by
      intro h0
      rw [h0, dotProduct_zero] at hax
      linarith
    have hpos := h _ hne
    rw [hxx, hax, hbx] at hpos
    have hfac : 2 * (1 + |a ⬝ᵥ b|) +
        q * ((1 + |a ⬝ᵥ b|) ^ 2 + (σ * (1 + |a ⬝ᵥ b|)) ^ 2) =
        (2 * (1 + |a ⬝ᵥ b|)) * (1 + q * (1 + |a ⬝ᵥ b|)) := by
      linear_combination q * (1 + |a ⬝ᵥ b|) ^ 2 * hσ
    rw [hfac] at hpos
    exact (mul_pos_iff_of_pos_left (by linarith)).mp hpos
  · intro h x hx
    have hX : 0 < x ⬝ᵥ x :=
      lt_of_le_of_ne (Finset.sum_nonneg fun i _ => mul_self_nonneg (x i))
        (Ne.symm (mt dotProduct_self_eq_zero.mp hx))
    nlinarith [mul_le_mul_of_nonpos_left (projection_bound ha hb x) hq.le, mul_pos h hX]
```

## Both atoms are sound

Now suppose $-1<q<0$. For a unit projector $c$, the projection bound with both projectors equal to $c$ reads $2(c\cdot x)^2 \le 2\,x\cdot x$, which is the Cauchy–Schwarz inequality. Hence for $x\neq0$

$$x\cdot x + q\,(c\cdot x)^2 \ge (1+q)\,x\cdot x > 0,$$

and the isolated atom has a positive definite overlap operator. The condition $q>-1$ stands for the requirement that the projector direction itself keep a positive generalized norm, since that norm is $1+q$.

Lean treats an atom as a dimer whose second projector is zero, so the earlier quadratic-form statement applies to it. The theorem then joins the two atomic results to the dimer criterion.

```lean
/-- For unit projectors with overlap `s` and `-1 < q < 0`, both atomic overlap operators are
positive definite, while that of the dimer is so if and only if `1 + q (1 + |s|) > 0`. -/
theorem sound_atoms_and_dimer_criterion {q : ℝ} (hq1 : -1 < q) (hq : q < 0) {a b : ι → ℝ}
    (ha : a ⬝ᵥ a = 1) (hb : b ⬝ᵥ b = 1) :
    (atomicS q a).PosDef ∧ (atomicS q b).PosDef ∧
      ((dimerS q a b).PosDef ↔ 0 < 1 + q * (1 + |a ⬝ᵥ b|)) := by
  have atom : ∀ c : ι → ℝ, c ⬝ᵥ c = 1 → (atomicS q c).PosDef := by
    intro c hc
    -- an atom is a dimer whose second projector vanishes
    have h0 : atomicS q c = dimerS q c 0 := by
      ext i j
      simp [atomicS, dimerS, Matrix.vecMulVec_apply]
    rw [h0, dimerS_posDef_iff_norm]
    intro x hx
    have hX : 0 < x ⬝ᵥ x :=
      lt_of_le_of_ne (Finset.sum_nonneg fun i _ => mul_self_nonneg (x i))
        (Ne.symm (mt dotProduct_self_eq_zero.mp hx))
    have hB := projection_bound hc hc x
    rw [hc, abs_one] at hB
    have hle : (c ⬝ᵥ x) ^ 2 ≤ x ⬝ᵥ x := by linarith
    rw [zero_dotProduct]
    nlinarith [mul_le_mul_of_nonpos_left hle hq.le,
      mul_pos (by linarith : 0 < 1 + q) hX]
  exact ⟨atom a ha, atom b hb, dimerS_posDef_iff hq ha hb⟩
```

The unit length of the projectors matters. Take $q=-1/2$ with $a=(2,0)$ and $b=(0,1)$, so that $s=0$ and $1+q(1+|s|)=1/2>0$. The matrix is nevertheless

$$S = \begin{pmatrix} 1-\tfrac12\cdot 4 & 0\\ 0 & 1-\tfrac12\end{pmatrix} = \begin{pmatrix} -1 & 0\\ 0 & \tfrac12\end{pmatrix},$$

which is not positive definite. Absorbing the excess length of $a$ into its charge turns that charge into $-2$, while $b$ keeps $-1/2$, so the criterion for equal charges does not apply.

## Charges that are safe at any overlap

Fix one unit projector $a$ and a charge $q<0$, and let the unit partner $b$ vary. Cauchy–Schwarz gives $|s|\le1$, so for $q>-1/2$

$$1+q(1+|s|) \ge 1+2q > 0,$$

and every partner leaves the metric positive definite. Conversely, the partner $b=a$ has $s=1$, and the criterion then demands $1+2q>0$.

For identical atoms, $b=a$ corresponds to placing one on top of the other. The condition $q>-1/2$ thus guarantees safety at any overlap. At a given bond length, a charge with $-1<q\le-1/2$ still passes if $|s|$ is small enough, whereas a charge $q\le-1$ fails at every overlap. The Lean proof obtains $|s|\le1$ by applying the projection bound for the pair $a,a$ to the vector $b$.

```lean
/-- For a unit projector `a` and negative augmentation charge `q`, the dimer overlap operator
is positive definite with every unit partner `b` if and only if `q > -1/2`. -/
theorem safe_with_every_partner_iff {q : ℝ} (hq : q < 0) {a : ι → ℝ} (ha : a ⬝ᵥ a = 1) :
    (∀ b : ι → ℝ, b ⬝ᵥ b = 1 → (dimerS q a b).PosDef) ↔ -1 / 2 < q := by
  constructor
  · intro h
    -- the worst partner has the same projector
    have h1 := (dimerS_posDef_iff hq ha ha).mp (h a ha)
    rw [ha, abs_one] at h1
    linarith
  · intro h b hb
    rw [dimerS_posDef_iff hq ha hb]
    have hB := projection_bound ha ha b
    rw [ha, hb, abs_one] at hB
    have hs : |a ⬝ᵥ b| ≤ 1 := abs_le.mpr ⟨by nlinarith, by nlinarith⟩
    nlinarith [mul_le_mul_of_nonpos_left hs hq.le]
```

## Two sound atoms with a destroyed metric

Take $q=-3/4$, $a=(1,0)$ and $b=(3/5,4/5)$. Both vectors have unit length and $s=3/5$. Each atom is sound because $1+q=1/4>0$, but for the dimer

$$1+q(1+|s|) = 1-\tfrac34\cdot\tfrac85 = -\tfrac15 .$$

The state responsible is $x=a+b=(8/5,4/5)$. It has $x\cdot x = 16/5$ and $a\cdot x=b\cdot x=8/5$, so

$$x\cdot Sx = \tfrac{16}{5} - \tfrac34\cdot 2\cdot\tfrac{64}{25} = -\tfrac{16}{25}.$$

Dividing by $x\cdot x$ gives $-1/5$ for the normalized state $(2,1)/\sqrt5$, in agreement with the criterion.

Lean verifies the two lengths and the overlap, obtains both atomic statements from the preceding theorem, and refutes positive definiteness of the dimer by evaluating the criterion.

```lean
/-- With `q = -3/4` and the projectors `(1, 0)` and `(3/5, 4/5)`, both atomic overlap
operators are positive definite but that of the dimer is not. -/
theorem destroyed_metric_witness :
    (atomicS (-3 / 4) ![1, 0]).PosDef ∧ (atomicS (-3 / 4) ![3 / 5, 4 / 5]).PosDef ∧
      ¬ (dimerS (-3 / 4) ![1, 0] ![3 / 5, 4 / 5]).PosDef := by
  have ha : (![1, 0] : Fin 2 → ℝ) ⬝ᵥ ![1, 0] = 1 := by
    norm_num [dotProduct, Fin.sum_univ_two]
  have hb : (![3 / 5, 4 / 5] : Fin 2 → ℝ) ⬝ᵥ ![3 / 5, 4 / 5] = 1 := by
    norm_num [dotProduct, Fin.sum_univ_two]
  have hs : (![1, 0] : Fin 2 → ℝ) ⬝ᵥ ![3 / 5, 4 / 5] = 3 / 5 := by
    norm_num [dotProduct, Fin.sum_univ_two]
  obtain ⟨h1, h2, h3⟩ := sound_atoms_and_dimer_criterion
    (q := -3 / 4) (by norm_num) (by norm_num) ha hb
  refine ⟨h1, h2, fun h => ?_⟩
  have h4 := h3.mp h
  rw [hs, abs_of_pos (by norm_num : (0 : ℝ) < 3 / 5)] at h4
  norm_num at h4

end UltrasoftDimer
```

```lean
#print axioms UltrasoftDimer.dimerS_sum_difference
#print axioms UltrasoftDimer.dimerS_posDef_iff
#print axioms UltrasoftDimer.sound_atoms_and_dimer_criterion
#print axioms UltrasoftDimer.safe_with_every_partner_iff
```

```
'UltrasoftDimer.dimerS_sum_difference' depends on axioms: [propext, Classical.choice, Quot.sound]
'UltrasoftDimer.dimerS_posDef_iff' depends on axioms: [propext, Classical.choice, Quot.sound]
'UltrasoftDimer.sound_atoms_and_dimer_criterion' depends on axioms: [propext, Classical.choice, Quot.sound]
'UltrasoftDimer.safe_with_every_partner_iff' depends on axioms: [propext, Classical.choice, Quot.sound]
```
